# With nonincreasing scalar feedback, an Aitken step errs by at most |F(F(x)) − F(x)|

Take the linear feedback F(t) = −k t with k ≥ 0. Its fixed point is p = 0. Starting from x = 1, the two iterates are

F(x) = −k,  F(F(x)) = k².

They lie on opposite sides of the fixed point, or on it if k = 0. Aitken's formula divides by the second difference of the three values, which is

k² + 2k + 1 = (1 + k)².

This is positive for every k ≥ 0, and the extrapolated value is 1 − (1 + k)²/(1 + k)² = 0, the exact fixed point. That holds even for k > 1, where plain iteration diverges.

For a nonlinear F the extrapolation need not be exact, but the change of side survives as long as F is nonincreasing. Write D for the Aitken denominator and A for the Aitken value:

D = F(F(x)) − 2F(x) + x

A = x − (F(x) − x)²/D

If F is a nonincreasing real function with F(p) = p, and F(x) ≠ x, then D ≠ 0, both p and A lie in the closed interval with endpoints F(x) and F(F(x)), and

|A − p| ≤ |F(F(x)) − F(x)|.

The error is also at most |F(x) − x|, so the smaller of the two successive residuals bounds it.

## Safe division and an error bar in a one-parameter loop

Consider a mean-field loop that is closed by a single number, such as the occupation of one site. A larger input occupation raises the site's repulsive potential, and the output occupation falls or stays the same. This is the physics behind the condition that F is nonincreasing. For such a one-parameter loop, the result supports three decisions in a self-consistency code.

- The division by D is safe in exact arithmetic whenever the input is not yet self-consistent. At F(x) = x the denominator is zero, so the convergence test belongs before the division.
- The smaller residual is an error bar for A that needs no knowledge of p and no further evaluation of F.
- A lies between two outputs of F. If all outputs lie in an allowed interval, such as the range of an occupation number, then so does A.

## Opposite residuals give the enclosure

Define the two successive residuals

r₀ = F(x) − x,  r₁ = F(F(x)) − F(x).

Then D = r₁ − r₀.

If F(x) < x, then r₀ < 0. Applying F reverses the order, so F(F(x)) ≥ F(x) and r₁ ≥ 0. Hence D ≥ −r₀ > 0. If F(x) > x, all signs are reversed: r₀ > 0, r₁ ≤ 0 and D ≤ −r₀ < 0. In both cases D ≠ 0.

Now define the mixing fraction

α = (x − F(x))/D = −r₀/(r₁ − r₀).

Numerator and denominator have the same sign, and the denominator is at least as large in magnitude, because r₁ only adds to it. Therefore

0 < α ≤ 1.

The Aitken value can be written with this fraction:

A = x − r₀²/D = x + α r₀.

From αD = −r₀ it follows that α r₁ − α r₀ = −r₀, that is, α r₀ = r₀ + α r₁. Inserting this gives

A = x + r₀ + α r₁ = F(x) + α (F(F(x)) − F(x)).

So Aitken's step is linear mixing of input and output with a fraction computed from the residuals, and the same fraction also mixes the two iterates. Since 0 < α ≤ 1, the second form places A between F(x) and F(F(x)), and the first places it between x and F(x).

The fixed point is enclosed by a separate argument. Let t be any input. If t ≤ p, then F(t) ≥ F(p) = p, so t ≤ p ≤ F(t). If t ≥ p, then F(t) ≤ p ≤ t. A fixed point therefore lies between any input and its output. With t = F(x), this puts p between F(x) and F(F(x)).

Two points of one closed interval differ by at most its length, which gives |A − p| ≤ |r₁|. Taking t = x instead, p and A both lie between x and F(x), which gives |A − p| ≤ |r₀|.

## A kinked map that nearly attains the bound

The constant 1 in front of |F(F(x)) − F(x)| is the best possible for this class of maps. For 0 < v ≤ 1, let

K(t) = min(−v² t, −t/v).

Both lines fall, so K is nonincreasing; it is also continuous, and K(0) = 0. From x = −1 the iterates are

K(−1) = min(v², 1/v) = v²,

K(v²) = min(−v⁴, −v) = −v.

The denominator is −(1 + v + 2v²), and

A = −1 + (1 + v²)²/(1 + v + 2v²) = −(v − v⁴)/(1 + v + 2v²).

The distance between the iterates is v + v². The ratio of the error to this distance is

(1 − v³)/((1 + v)(1 + v + 2v²)),

which tends to 1 as v tends to 0. To exceed a given c with 0 ≤ c < 1, choose v = (1 − c)/8, so that c = 1 − 8v. Expanding the product gives

c (1 + v)(1 + v + 2v²) = 1 − 6v − 13v² − 22v³ − 16v⁴,

and this is less than 1 − v³.

## The Lean file

```lean
import Mathlib

open Set

namespace AitkenRepulsiveFeedback

noncomputable section

/-- The Aitken denominator: the second difference of `x`, `F x`, `F (F x)`. -/
def aitkenDenom (F : ℝ → ℝ) (x : ℝ) : ℝ := F (F x) - 2 * F x + x

/-- The Aitken value extrapolated from `x`, `F x`, `F (F x)`. -/
def aitken (F : ℝ → ℝ) (x : ℝ) : ℝ := x - (F x - x) ^ 2 / aitkenDenom F x

/-- The fraction of the output `F x` that Aitken's formula mixes into the input `x`. -/
def mixingFraction (F : ℝ → ℝ) (x : ℝ) : ℝ := (x - F x) / aitkenDenom F x

/-- For nonincreasing feedback the Aitken denominator is nonzero at every input that is
not self-consistent. -/
theorem aitkenDenom_ne_zero {F : ℝ → ℝ} (hF : Antitone F) {x : ℝ} (hx : F x ≠ x) :
    aitkenDenom F x ≠ 0 := by
  unfold aitkenDenom
  -- the first residual is nonzero and the second is zero or has the opposite sign,
  -- so their difference cannot vanish
  rcases lt_or_gt_of_ne hx with h | h
  · have h2 : F x ≤ F (F x) := hF h.le
    exact ne_of_gt (by linarith)
  · have h2 : F (F x) ≤ F x := hF (le_of_lt h)
    exact ne_of_lt (by linarith)

/-- For nonincreasing feedback the Aitken mixing fraction is positive and at most one at every input
that is not self-consistent. -/
theorem mixingFraction_bounds {F : ℝ → ℝ} (hF : Antitone F) {x : ℝ} (hx : F x ≠ x) :
    0 < mixingFraction F x ∧ mixingFraction F x ≤ 1 := by
  unfold mixingFraction aitkenDenom
  rcases lt_or_gt_of_ne hx with h | h
  · have h2 : F x ≤ F (F x) := hF h.le
    have hD : 0 < F (F x) - 2 * F x + x := by linarith
    exact ⟨div_pos (by linarith) hD, (div_le_one hD).2 (by linarith)⟩
  · have h2 : F (F x) ≤ F x := hF (le_of_lt h)
    have hD : 0 < -(F (F x) - 2 * F x + x) := by linarith
    -- change both signs to obtain a positive denominator
    rw [← neg_div_neg_eq]
    exact ⟨div_pos (by linarith) hD, (div_le_one hD).2 (by linarith)⟩

/-- If the Aitken denominator is nonzero, the Aitken value is a linear mixture of `x` and `F x`, and
with the same mixing fraction a linear mixture of `F x` and `F (F x)`. -/
theorem aitken_eq_mixing {F : ℝ → ℝ} {x : ℝ} (hD : aitkenDenom F x ≠ 0) :
    aitken F x = x + mixingFraction F x * (F x - x) ∧
    aitken F x = F x + mixingFraction F x * (F (F x) - F x) := by
  have h1 : aitken F x = x + mixingFraction F x * (F x - x) := by
    unfold aitken mixingFraction
    ring
  have h : mixingFraction F x * (F (F x) - 2 * F x + x) = x - F x :=
    div_mul_cancel₀ _ hD
  refine ⟨h1, ?_⟩
  rw [h1]
  linear_combination -h

/-- Mixing two values with a fraction between zero and one gives a value between them. -/
theorem mixing_mem_uIcc {a y z : ℝ} (h0 : 0 ≤ a) (h1 : a ≤ 1) :
    y + a * (z - y) ∈ uIcc y z := by
  rw [mem_uIcc]
  rcases le_total y z with h | h
  · left
    constructor <;> nlinarith [mul_nonneg h0 (sub_nonneg.2 h),
      mul_nonneg (sub_nonneg.2 h1) (sub_nonneg.2 h)]
  · right
    constructor <;> nlinarith [mul_nonneg h0 (sub_nonneg.2 h),
      mul_nonneg (sub_nonneg.2 h1) (sub_nonneg.2 h)]

/-- For nonincreasing feedback a fixed point lies between any input and its output. -/
theorem fixedPoint_mem_uIcc {F : ℝ → ℝ} (hF : Antitone F) {p : ℝ} (hp : F p = p) (x : ℝ) :
    p ∈ uIcc x (F x) := by
  rw [mem_uIcc]
  rcases le_total x p with h | h
  · have h2 := hF h
    rw [hp] at h2
    exact Or.inl ⟨h, h2⟩
  · have h2 := hF h
    rw [hp] at h2
    exact Or.inr ⟨h2, h⟩

/-- Two values in the same interval differ by at most its length. -/
theorem abs_sub_le_of_mem {a p y z : ℝ} (ha : a ∈ uIcc y z) (hp : p ∈ uIcc y z) :
    |a - p| ≤ |z - y| := by
  have h1 := le_abs_self (z - y)
  have h2 := neg_abs_le (z - y)
  rw [mem_uIcc] at ha hp
  rw [abs_le]
  rcases ha with ⟨_, _⟩ | ⟨_, _⟩ <;> rcases hp with ⟨_, _⟩ | ⟨_, _⟩ <;>
    constructor <;> linarith

/-- Aitken enclosure for nonincreasing feedback with a fixed point, from an input that is not
self-consistent: the denominator is nonzero, the fixed point and the Aitken value both lie between
`F x` and `F (F x)`, and their distance is at most the distance between these two iterates. -/
theorem aitken_enclosure {F : ℝ → ℝ} (hF : Antitone F) {p x : ℝ} (hp : F p = p)
    (hx : F x ≠ x) :
    aitkenDenom F x ≠ 0 ∧ p ∈ uIcc (F x) (F (F x)) ∧
    aitken F x ∈ uIcc (F x) (F (F x)) ∧ |aitken F x - p| ≤ |F (F x) - F x| := by
  have hD := aitkenDenom_ne_zero hF hx
  obtain ⟨h0, h1⟩ := mixingFraction_bounds hF hx
  have hP := fixedPoint_mem_uIcc hF hp (F x)
  have hA : aitken F x ∈ uIcc (F x) (F (F x)) := by
    rw [(aitken_eq_mixing hD).2]
    exact mixing_mem_uIcc h0.le h1
  exact ⟨hD, hP, hA, abs_sub_le_of_mem hA hP⟩

/-- For nonincreasing feedback with a fixed point `p`, and an input that is not self-consistent, the
Aitken value differs from `p` by at most the smaller of the absolute values of the two successive
residuals. -/
theorem aitken_error_le_min {F : ℝ → ℝ} (hF : Antitone F) {p x : ℝ} (hp : F p = p)
    (hx : F x ≠ x) :
    |aitken F x - p| ≤ min |F x - x| |F (F x) - F x| := by
  obtain ⟨hD, _, _, hE⟩ := aitken_enclosure hF hp hx
  obtain ⟨h0, h1⟩ := mixingFraction_bounds hF hx
  refine le_min (abs_sub_le_of_mem ?_ (fixedPoint_mem_uIcc hF hp x)) hE
  rw [(aitken_eq_mixing hD).1]
  exact mixing_mem_uIcc h0.le h1

/-- A feedback map given by the lower of two straight lines through the origin, with slopes `-v ^ 2`
and `-1 / v`. Both lines fall when `v` is positive. -/
def kinkedFeedback (v t : ℝ) : ℝ := min (-(v ^ 2 * t)) (-(v⁻¹ * t))

/-- The constant one in the error bound cannot be lowered: for every `c` with `0 ≤ c < 1` some
continuous nonincreasing kinked feedback with fixed point `0` has, from the input `-1`, an Aitken
error above `c` times the distance between the two iterates. -/
theorem aitken_bound_sharp {c : ℝ} (hc0 : 0 ≤ c) (hc : c < 1) :
    ∃ v : ℝ, 0 < v ∧ Antitone (kinkedFeedback v) ∧ Continuous (kinkedFeedback v) ∧
      kinkedFeedback v 0 = 0 ∧ kinkedFeedback v (-1) ≠ -1 ∧
      c * |kinkedFeedback v (kinkedFeedback v (-1)) - kinkedFeedback v (-1)|
        < |aitken (kinkedFeedback v) (-1) - 0| := by
  obtain ⟨v, hvc⟩ : ∃ v : ℝ, c = 1 - 8 * v := ⟨(1 - c) / 8, by ring⟩
  have hv : 0 < v := by linarith
  have hv1 : v ≤ 1 := by linarith
  have hsq : v ^ 2 ≤ v := by nlinarith
  have hinv : 1 ≤ v⁻¹ := (one_le_inv₀ hv).2 hv1
  -- the two iterates starting from -1
  have h1 : kinkedFeedback v (-1) = v ^ 2 := by
    unfold kinkedFeedback
    rw [min_eq_left (by linarith)]
    ring
  have h2 : kinkedFeedback v (v ^ 2) = -v := by
    have e : v⁻¹ * v ^ 2 = v := by field_simp
    unfold kinkedFeedback
    rw [e]
    apply min_eq_right
    nlinarith [mul_nonneg (sq_nonneg v) (by linarith : (0 : ℝ) ≤ 1 - v ^ 2)]
  refine ⟨v, hv, ?_, ?_, ?_, ?_, ?_⟩
  · intro s t hst
    exact min_le_min
      (neg_le_neg (mul_le_mul_of_nonneg_left hst (sq_nonneg v)))
      (neg_le_neg (mul_le_mul_of_nonneg_left hst (inv_nonneg.2 hv.le)))
  · exact Continuous.min (by fun_prop) (by fun_prop)
  · simp [kinkedFeedback]
  · rw [h1]
    intro h
    nlinarith [sq_nonneg v]
  · have hD : 0 < 1 + v + 2 * v ^ 2 := by positivity
    have hA : aitken (kinkedFeedback v) (-1) = -((v - v ^ 4) / (1 + v + 2 * v ^ 2)) := by
      simp only [aitken, aitkenDenom, h1, h2]
      rw [show -v - 2 * v ^ 2 + -1 = -(1 + v + 2 * v ^ 2) by ring, div_neg]
      field_simp
      ring
    have hB : |-v - v ^ 2| = v + v ^ 2 := by
      rw [show -v - v ^ 2 = -(v + v ^ 2) by ring, abs_neg, abs_of_pos (by positivity)]
    rw [h1, h2, hB, hA, sub_zero, abs_neg]
    refine lt_of_lt_of_le ?_ (le_abs_self _)
    rw [lt_div_iff₀ hD]
    -- the remaining polynomial inequality, divided by v
    have key : c * (1 + v) * (1 + v + 2 * v ^ 2) < 1 - v ^ 3 := by
      rw [hvc]
      nlinarith [pow_pos hv 2, pow_pos hv 3, pow_pos hv 4]
    nlinarith [mul_pos hv (sub_pos.2 key)]

end

end AitkenRepulsiveFeedback
```

```lean
#print axioms AitkenRepulsiveFeedback.aitken_error_le_min
#print axioms AitkenRepulsiveFeedback.aitken_bound_sharp
```

```
'AitkenRepulsiveFeedback.aitken_error_le_min' depends on axioms: [propext, Classical.choice, Quot.sound]
'AitkenRepulsiveFeedback.aitken_bound_sharp' depends on axioms: [propext, Classical.choice, Quot.sound]
```

## How the Lean statements correspond to the loop

The feedback map is `F : ℝ → ℝ`, and `Antitone F` says that s ≤ t implies F(t) ≤ F(s). Constant stretches are allowed, and neither continuity nor differentiability is assumed. The hypothesis `hp : F p = p` makes p a self-consistent value, and `hx : F x ≠ x` says that the current input is not one. The definitions `aitkenDenom`, `aitken` and `mixingFraction` are D, A and α. The set `uIcc y z` is the closed interval between y and z in whichever order they come, so one statement covers starts on either side of the fixed point.

`aitken_enclosure` collects the four conclusions: nonzero denominator, enclosure of p, enclosure of A, and the error bound. `aitken_error_le_min` is the bound by the smaller residual. `aitken_bound_sharp` states that for each c with 0 ≤ c < 1 there is a positive v for which `kinkedFeedback v` is antitone and continuous, has fixed point 0, does not fix −1, and has an Aitken error from −1 strictly greater than c times the distance between the iterates.

## How the proof follows the derivation

`aitkenDenom_ne_zero` splits on F(x) < x or F(x) > x. In each case `hF` supplies the reversed inequality for the next iterate, and `linarith` finds the sign of D. `mixingFraction_bounds` uses the same split. When D is negative, `neg_div_neg_eq` changes the sign of numerator and denominator, so that the comparison is again made with a positive divisor.

`aitken_eq_mixing` contains the two mixing formulas. The first is an identity that `ring` closes. The second uses αD = x − F(x), obtained by cancelling the nonzero denominator, and `linear_combination` performs the substitution made above. `mixing_mem_uIcc` turns a fraction between zero and one into membership of an interval, with products of nonnegative quantities handed to `nlinarith`.

`fixedPoint_mem_uIcc` is the argument with t ≤ p and t ≥ p, and `abs_sub_le_of_mem` is the comparison of two points with the length of their interval. The proof of `aitken_enclosure` applies the first of these at `F x` and combines the results. `aitken_error_le_min` applies it at `x` and uses the other mixing formula.

For the sharpness theorem, the proof sets c = 1 − 8v, computes the two iterates as `h1` and `h2`, and obtains the closed form of A as `hA`. The polynomial inequality is `key`; multiplying it by v gives the required comparison.

## Limits of the guarantee in a running code

The bound concerns one extrapolation. Aitken's process is known for accelerating convergence, but no rate is established here, nor is convergence of repeated Aitken steps. A need not be closer to p than the iterates it was built from. With v = 1/4 in the kinked map, the iterates from −1 are 1/16 and −1/4, while A = −63/352 ≈ −0.18, so F(x) is the better estimate of p = 0. What the theorem provides is a bound on the error, not an improvement over the previous step.

The existence of p is a hypothesis. A nonincreasing map with a jump may have no fixed point, and then there is nothing for the error bar to refer to, although D is still nonzero and A still lies between the iterates.

The map is defined on the whole real line, whereas a physical variable often has a finite range. If F is nonincreasing on an interval [a, b] and maps it into itself, it can be extended by the constant F(a) below a and F(b) above b. The extension is nonincreasing, and for a start inside the interval all the values used are unchanged.

Monotonicity is a property of the model that the user has to establish. Finding opposite residuals in one run does not establish it for the whole map. A density matrix or a density on a grid has many components, and the scalar order argument does not carry over to mixing them, even when each component responds repulsively to itself.

Finally, the numbers are exact reals. Rounding, or an inner solver stopped at a loose tolerance, can spoil the sign pattern once the residuals are as small as the noise. Near convergence, a code should therefore check, before dividing, that the computed r₀ is nonzero and that the computed r₁ does not have the same sign, and it should add the evaluation and rounding errors to the error bar.
